# Self-consistent GW for a core hole and one plasmon mode, on three or more levels: exact moments through order three, a fourth moment lower by g⁴

## A spectrum that passes three checks

Suppose a calculated core-level photoemission spectrum is judged by its mean, width and skewness. For a core electron coupled to a single plasmon mode, self-consistent GW passes all three checks and still has the satellites wrong. The error first enters the fourth moment, where its size is g⁴, with g the electron-plasmon coupling.

Removing the core electron can leave plasmons behind. Each one lowers the removal energy w, taken here as the energy before removal minus the energy after it, by the plasmon energy wp. With ħ = 1 and w measured from the bare core level, the matrix of removal energies is

H = g(a + a†) − wp a†a,

where a annihilates a plasmon. The minus sign arises because removal energies are minus the energies of the system left behind. In the plasmon-number states n = 0, …, N−1, H has diagonal −n wp and coupling g√n between n−1 and n.

GW replaces the plasmon's effect by the self-energy g² G(w + wp), with G the hole propagator. Here G is iterated to self-consistency while the screened interaction stays fixed, a scheme often called GW₀.

## From the GW cycle to a chain

Start from G₀ = 0 and iterate

G_{k+1}(w) = 1 / (w − g² G_k(w + wp)).

For Im w > 0, suppose Im G_k ≤ 0. The denominator then has imaginary part at least Im w > 0, so it does not vanish, and Im G_{k+1} ≤ 0 follows.

Let H now be the N-level matrix with diagonal −n wp and every coupling equal to g. It is real and symmetric. If Hv = wv, then w v†v = v†Hv = w* v†v, which forces v = 0 when Im w > 0. So w − H is invertible. Define

ψ_n = gⁿ G_N(w) G_{N−1}(w + wp) ⋯ G_{N−n}(w + n wp).

Then ψ_N = 0, because it contains G₀, and ψ_{n+1} = g G_{N−n−1}(w + (n+1)wp) ψ_n. Row n of (w − H)ψ is

(w + n wp)ψ_n − gψ_{n+1} − gψ_{n−1} = ψ_n / G_{N−n}(w + n wp) − gψ_{n−1},

without the ψ_{n−1} term at n = 0. This equals 1 for n = 0 and 0 otherwise. Hence ψ is the first column of the resolvent, and its (0,0) element is ψ₀ = G_N(w). The N-th iterate is the propagator of an N-level chain.

## Four powers of a tridiagonal matrix

The k-th moment of the normalised spectrum is (Hᵏ)₀₀. Write b₁ and b₂ for the first two couplings of a chain with N ≥ 3, and e_n for its basis vectors. Then

H e₀ = b₁ e₁,
H² e₀ = b₁(b₁ e₀ − wp e₁ + b₂ e₂).

Since H is symmetric, the moments of orders 0 to 4 are

1, 0, b₁², −b₁² wp, b₁²(b₁² + wp² + b₂²).

Both chains have b₁ = g, so they agree through order three. The core hole has b₂² = 2g² and GW has b₂² = g²:

core hole: g²(3g² + wp²),
GW: g²(2g² + wp²).

The difference is g⁴. None of these moments depends on N once N ≥ 3, so neither the cut-off in plasmon number nor stopping the GW cycle at G_N affects them. Two emitted plasmons can be reabsorbed in either order, and GW keeps only one of the two.

The same formula covers one-shot G₀W₀. Its self-energy is built from the bare propagator 1/w, which is G₁ in the numbering used here, so its propagator is the two-level G₂. Setting b₂ = 0 gives g²(g² + wp²), which is 2g⁴ below the core-hole value; this corollary is an inference from the formula and has no theorem of its own.

## Why three levels

Take N = 2 and g = wp = 1. Both matrices have rows (0, 1) and (1, −1), and both fourth moments are 2, so the difference is 0 and not 1. The g⁴ deficit therefore needs a third level. Agreement through order three survives at N = 2.

## What the theorems say

`chain N wp b` is the real tridiagonal matrix in which `b n` couples levels n−1 and n. `coreHole` and `scGW` are its two instances, `lower` is the truncated a, and `gwCycle g wp k` is G_k.

The main theorem, `scGW_moments`, holds for every natural number `M` and all real `g` and `wp`, with N = `M + 3`. The entry `0 0` belongs to the state without plasmons. No sign is assumed for `g` or `wp`; at g = 0 the deficit is zero.

`scGW_resolvent` states the link to the GW cycle for `M + 1` levels and Im w > 0. Convergence of the iterates as N grows is left open. Applying the model to a material means replacing the material's screening by one plasmon mode coupled linearly to one core level.

For core-level spectra within this single-mode model, a moment-by-moment comparison of GW with the exact answer first shows the missing two-plasmon process at the fourth moment.

In Lean 4 with Mathlib:

```lean
import Mathlib

open Matrix
open scoped ComplexOrder

namespace SelfConsistentGW

noncomputable section

/-- Matrix element between levels `i` and `j` of a chain with energies `-n wp` and
coupling `b n` between levels `n - 1` and `n`. -/
def chainEntry (wp : ℝ) (b : ℕ → ℝ) (i j : ℕ) : ℝ :=
  if i = j then -(i * wp) else if i + 1 = j then b j else if j + 1 = i then b i else 0

/-- The tridiagonal Hamiltonian of the chain with `N` levels. -/
def chain (N : ℕ) (wp : ℝ) (b : ℕ → ℝ) : Matrix (Fin N) (Fin N) ℝ :=
  Matrix.of fun i j => chainEntry wp b i j

/-- The core-hole Hamiltonian on the lowest `N` plasmon states, with couplings `g √n`. -/
def coreHole (N : ℕ) (g wp : ℝ) : Matrix (Fin N) (Fin N) ℝ :=
  chain N wp fun n => g * √(n : ℝ)

/-- The GW chain with `N` levels, where every coupling is `g`. -/
def scGW (N : ℕ) (g wp : ℝ) : Matrix (Fin N) (Fin N) ℝ :=
  chain N wp fun _ => g

/-- The plasmon annihilation matrix on the lowest `N` plasmon states. -/
def lower (N : ℕ) : Matrix (Fin N) (Fin N) ℝ :=
  Matrix.of fun i j => if (i : ℕ) + 1 = j then √((j : ℕ) : ℝ) else 0

/-- The GW cycle `G(w) ↦ 1 / (w - g² G(w + wp))`, iterated from `G = 0`. It is defined for every
complex `w`, with `0` as the inverse of a zero denominator; the results below use it for `Im w > 0`.
-/
def gwCycle (g wp : ℝ) : ℕ → ℂ → ℂ
  | 0, _ => 0
  | k + 1, w => (w - (g : ℂ) ^ 2 * gwCycle g wp k (w + wp))⁻¹

/-- The core-hole matrix is the electron-plasmon Hamiltonian `g (a + a†) - wp a† a`
on the lowest `N` plasmon states. -/
theorem coreHole_eq_boson (N : ℕ) (g wp : ℝ) :
    coreHole N g wp = g • (lower N + (lower N)ᵀ) - wp • ((lower N)ᵀ * lower N) := by
  ext i j
  -- the number operator is diagonal
  have hn : ((lower N)ᵀ * lower N) i j = if (i : ℕ) = j then ((i : ℕ) : ℝ) else 0 := by
    rw [Matrix.mul_apply]
    rcases i with ⟨_ | m, hi⟩
    · simp [lower]
    · rw [Finset.sum_eq_single (⟨m, by omega⟩ : Fin N)]
      · rcases j with ⟨j, hj⟩
        by_cases h : m + 1 = j
        · subst h
          simp only [lower, Matrix.transpose_apply, Matrix.of_apply, if_true]
          exact Real.mul_self_sqrt (Nat.cast_nonneg _)
        · simp [lower, h]
      · intro k _ hk
        have hk' : (k : ℕ) ≠ m := fun h => hk (Fin.ext h)
        simp [lower, hk']
      · intro h
        exact absurd (Finset.mem_univ _) h
  rw [Matrix.sub_apply, Matrix.smul_apply, Matrix.smul_apply, hn]
  simp only [coreHole, chain, chainEntry, lower, Matrix.add_apply, Matrix.transpose_apply,
    Matrix.of_apply, smul_eq_mul]
  split_ifs <;> first | omega | ring

/-- In the upper half plane the GW denominator has positive imaginary part whenever
the propagator `G` inserted in the self-energy has nonpositive imaginary part. -/
theorem denominator_im_pos (g : ℝ) {w G : ℂ} (hw : 0 < w.im) (hG : G.im ≤ 0) :
    0 < (w - (g : ℂ) ^ 2 * G).im := by
  rw [← Complex.ofReal_pow, Complex.sub_im, Complex.im_ofReal_mul]
  nlinarith [mul_nonneg (sq_nonneg g) (neg_nonneg.2 hG)]

/-- Every iterate of the GW cycle has nonpositive imaginary part in the upper half plane. -/
theorem gwCycle_im_nonpos (g wp : ℝ) (k : ℕ) :
    ∀ w : ℂ, 0 < w.im → (gwCycle g wp k w).im ≤ 0 := by
  induction k with
  | zero => intro w _; simp [gwCycle]
  | succ k ih =>
    intro w hw
    have hd := denominator_im_pos g hw (ih (w + wp) (by simpa using hw))
    rw [gwCycle, Complex.inv_im]
    exact div_nonpos_of_nonpos_of_nonneg (by linarith) (Complex.normSq_nonneg _)

/-- For `Im w > 0` the matrix `w - H` of any chain is invertible. -/
theorem resolvent_det_ne_zero (N : ℕ) (wp : ℝ) (b : ℕ → ℝ) {w : ℂ} (hw : 0 < w.im) :
    (w • (1 : Matrix (Fin N) (Fin N) ℂ) - (chain N wp b).map Complex.ofReal).det ≠ 0 := by
  intro h
  obtain ⟨v, hv, hz⟩ := Matrix.exists_mulVec_eq_zero_iff.2 h
  have hA : ((chain N wp b).map Complex.ofReal)ᴴ = (chain N wp b).map Complex.ofReal := by
    ext i j
    have hs : chainEntry wp b j i = chainEntry wp b i j := by
      unfold chainEntry
      split_ifs <;> first | omega | simp_all
    simp [chain, hs]
  generalize (chain N wp b).map Complex.ofReal = A at hA hz
  rw [Matrix.sub_mulVec, Matrix.smul_mulVec, Matrix.one_mulVec, sub_eq_zero] at hz
  -- the expectation value of `H` is both `w ⟨v,v⟩` and its conjugate
  have e1 : star v ⬝ᵥ (A *ᵥ v) = w * (star v ⬝ᵥ v) := by
    rw [← hz, dotProduct_smul, smul_eq_mul]
  have e2 : star v ⬝ᵥ (A *ᵥ v) = star w * (star v ⬝ᵥ v) := by
    have h1 : star v ᵥ* A = star (A *ᵥ v) := by rw [Matrix.star_mulVec, hA]
    rw [Matrix.dotProduct_mulVec, h1, ← hz, star_smul, smul_dotProduct, smul_eq_mul]
  have e3 : (w - star w) * (star v ⬝ᵥ v) = 0 := by linear_combination e2 - e1
  rcases mul_eq_zero.1 e3 with h1 | h1
  · have h2 := congrArg Complex.im h1
    rw [Complex.sub_im, Complex.star_def, Complex.conj_im, Complex.zero_im] at h2
    linarith
  · exact hv (dotProduct_star_self_eq_zero.1 h1)

/-- Row `i` of a chain Hamiltonian applied to an amplitude `f` with `f N = 0`: the level energy and
the couplings to the neighbouring levels, the lower one being absent at `i = 0`. -/
theorem chain_row (N : ℕ) (wp : ℝ) (b : ℕ → ℝ) (f : ℕ → ℂ) (hf : f N = 0)
    (i : ℕ) (hi : i < N) :
    ∑ j ∈ Finset.range N, (chainEntry wp b i j : ℂ) * f j =
      -(i * wp) * f i + b (i + 1) * f (i + 1) + (if i = 0 then 0 else b i * f (i - 1)) := by
  have h : ∀ j, (chainEntry wp b i j : ℂ) * f j =
      (if j = i then -(i * wp : ℂ) * f i else 0) +
      (if j = i + 1 then b (i + 1) * f (i + 1) else 0) +
      (if j + 1 = i then b i * f (i - 1) else 0) := by
    intro j
    unfold chainEntry
    split_ifs <;> first | omega | (subst_vars; simp)
  have h2 : (if i + 1 < N then (b (i + 1) : ℂ) * f (i + 1) else 0) =
      b (i + 1) * f (i + 1) := by
    split_ifs with h
    · rfl
    · rw [show i + 1 = N by omega, hf, mul_zero]
  simp only [h, Finset.sum_add_distrib, Finset.sum_ite_eq', Finset.mem_range, hi, if_true, h2]
  congr 1
  rcases i with _ | m
  · simp
  · have hm : m < N := by omega
    simp [hm]

/-- For `Im w > 0` the (0,0) resolvent element of the GW chain with `M + 1` levels is
the propagator after `M + 1` GW cycles. -/
theorem scGW_resolvent (M : ℕ) (g wp : ℝ) {w : ℂ} (hw : 0 < w.im) :
    (w • (1 : Matrix (Fin (M + 1)) (Fin (M + 1)) ℂ) -
      (scGW (M + 1) g wp).map Complex.ofReal)⁻¹ 0 0 = gwCycle g wp (M + 1) w := by
  -- the first column of the resolvent is a product of GW iterates
  obtain ⟨ψ, hψ⟩ : ∃ ψ : ℕ → ℂ, ∀ n, ψ n = (g : ℂ) ^ n *
      ∏ m ∈ Finset.range (n + 1), gwCycle g wp (M + 1 - m) (w + (m : ℂ) * wp) :=
    ⟨_, fun _ => rfl⟩
  have hs : ∀ n, ψ (n + 1) =
      g * gwCycle g wp (M + 1 - (n + 1)) (w + ((n + 1 : ℕ) : ℂ) * wp) * ψ n := by
    intro n
    rw [hψ, hψ, Finset.prod_range_succ _ (n + 1), pow_succ]
    ring
  have hK : ∀ n < M + 1, gwCycle g wp (M + 1 - n) (w + (n : ℂ) * wp) * (w + (n : ℂ) * wp -
      (g : ℂ) ^ 2 * gwCycle g wp (M + 1 - (n + 1)) (w + ((n + 1 : ℕ) : ℂ) * wp)) = 1 := by
    intro n hn
    rw [show M + 1 - n = (M + 1 - (n + 1)) + 1 by omega, gwCycle,
      show w + ((n + 1 : ℕ) : ℂ) * wp = w + (n : ℂ) * wp + wp by push_cast; ring]
    apply inv_mul_cancel₀
    intro h0
    have hd := denominator_im_pos g (w := w + (n : ℂ) * wp) (by simpa using hw)
      (gwCycle_im_nonpos g wp (M + 1 - (n + 1)) (w + (n : ℂ) * wp + wp) (by simpa using hw))
    rw [h0] at hd
    simp at hd
  have hend : ψ (M + 1) = 0 := by rw [hs]; simp [gwCycle]
  have hrow : ∀ n < M + 1, w * ψ n - (-(n * wp) * ψ n + g * ψ (n + 1) +
      (if n = 0 then 0 else g * ψ (n - 1))) = if n = 0 then 1 else 0 := by
    intro n hn
    rcases n with _ | n
    · have h0 : ψ 0 = gwCycle g wp (M + 1 - 0) (w + ((0 : ℕ) : ℂ) * wp) := by simp [hψ]
      simp only [↓reduceIte]
      rw [hs 0, h0]
      linear_combination hK 0 hn
    · simp only [Nat.add_one_ne_zero, ↓reduceIte, Nat.add_sub_cancel]
      rw [hs (n + 1), hs n]
      linear_combination g * ψ n * hK (n + 1) hn
  have hu := isUnit_iff_ne_zero.2 (resolvent_det_ne_zero (M + 1) wp (fun _ => g) hw)
  have hsol : (w • (1 : Matrix (Fin (M + 1)) (Fin (M + 1)) ℂ) -
      (chain (M + 1) wp fun _ => g).map Complex.ofReal) *ᵥ (fun i => ψ i) = Pi.single 0 1 := by
    ext i
    have hm : ((chain (M + 1) wp fun _ => g).map Complex.ofReal *ᵥ (fun i => ψ i)) i =
        ∑ j ∈ Finset.range (M + 1), (chainEntry wp (fun _ => g) i j : ℂ) * ψ j := by
      rw [← Fin.sum_univ_eq_sum_range (fun j => (chainEntry wp (fun _ => g) i j : ℂ) * ψ j)]
      rfl
    rw [Matrix.sub_mulVec, Matrix.smul_mulVec, Matrix.one_mulVec, Pi.sub_apply, Pi.smul_apply,
      smul_eq_mul, hm, chain_row (M + 1) wp _ ψ hend i i.2, hrow i i.2]
    by_cases h : i = 0
    · subst h
      simp
    · have h' : (i : ℕ) ≠ 0 := fun e => h (Fin.ext e)
      rw [if_neg h', Pi.single_eq_of_ne h]
  unfold scGW
  generalize w • (1 : Matrix (Fin (M + 1)) (Fin (M + 1)) ℂ) -
    (chain (M + 1) wp fun _ => g).map Complex.ofReal = B at hu hsol
  have h1 : B⁻¹ *ᵥ Pi.single 0 1 = fun i : Fin (M + 1) => ψ i := by
    rw [← hsol, Matrix.mulVec_mulVec, Matrix.nonsing_inv_mul _ hu, Matrix.one_mulVec]
  have h2 := congrFun h1 0
  simpa [hψ] using h2

/-- The (0,0) moments of orders zero to four of any chain with at least three levels. -/
theorem chain_moments (M : ℕ) (wp : ℝ) (b : ℕ → ℝ) :
    (chain (M + 3) wp b ^ 0) 0 0 = 1 ∧ (chain (M + 3) wp b ^ 1) 0 0 = 0 ∧
    (chain (M + 3) wp b ^ 2) 0 0 = b 1 ^ 2 ∧
    (chain (M + 3) wp b ^ 3) 0 0 = -(b 1 ^ 2 * wp) ∧
    (chain (M + 3) wp b ^ 4) 0 0 = b 1 ^ 2 * (b 1 ^ 2 + wp ^ 2 + b 2 ^ 2) := by
  have v2 : 2 % (M + 3) = 2 := Nat.mod_eq_of_lt (by omega)
  have a00 : chain (M + 3) wp b 0 0 = 0 := by simp [chain, chainEntry]
  have a10 : chain (M + 3) wp b 1 0 = b 1 := by simp [chain, chainEntry]
  have a20 : chain (M + 3) wp b 2 0 = 0 := by simp [chain, chainEntry, v2]
  have a21 : chain (M + 3) wp b 2 1 = b 2 := by simp [chain, chainEntry, v2]
  -- level 0 couples only to level 1, and level 1 only to levels 0, 1 and 2
  have r0 : ∀ X : Matrix (Fin (M + 3)) (Fin (M + 3)) ℝ,
      (chain (M + 3) wp b * X) 0 0 = b 1 * X 1 0 := by
    intro X
    simp [Matrix.mul_apply, Fin.sum_univ_succ, chain, chainEntry]
  have r1 : ∀ X : Matrix (Fin (M + 3)) (Fin (M + 3)) ℝ,
      (chain (M + 3) wp b * X) 1 0 = b 1 * X 0 0 - wp * X 1 0 + b 2 * X 2 0 := by
    intro X
    simp [Matrix.mul_apply, Fin.sum_univ_succ, chain, chainEntry]
    ring
  have c0 : ∀ X : Matrix (Fin (M + 3)) (Fin (M + 3)) ℝ,
      (X * chain (M + 3) wp b) 2 0 = X 2 1 * b 1 := by
    intro X
    simp [Matrix.mul_apply, Fin.sum_univ_succ, chain, chainEntry]
  refine ⟨by simp, by rw [pow_one, a00], ?_, ?_, ?_⟩
  · rw [pow_two, r0, a10]; ring
  · rw [pow_succ', pow_two, r0, r1, a00, a10, a20]; ring
  · rw [pow_succ', pow_succ', pow_two, r0, r1, r0, r1, c0, a00, a10, a20, a21]; ring

/-- With at least three levels, the GW chain reproduces the core-hole moments through order three,
and its fourth moment is lower by exactly `g ^ 4`. -/
theorem scGW_moments (M : ℕ) (g wp : ℝ) :
    (∀ k ≤ 3, (scGW (M + 3) g wp ^ k) 0 0 = (coreHole (M + 3) g wp ^ k) 0 0) ∧
    (scGW (M + 3) g wp ^ 4) 0 0 = (coreHole (M + 3) g wp ^ 4) 0 0 - g ^ 4 := by
  obtain ⟨p0, p1, p2, p3, p4⟩ := chain_moments M wp fun _ => g
  obtain ⟨q0, q1, q2, q3, q4⟩ := chain_moments M wp fun n => g * √(n : ℝ)
  have s1 : √((1 : ℕ) : ℝ) = 1 := by simp
  have s2 : √((2 : ℕ) : ℝ) ^ 2 = 2 := by
    rw [Real.sq_sqrt (Nat.cast_nonneg _)]; norm_num
  unfold scGW coreHole
  constructor
  · intro k hk
    interval_cases k
    · rw [p0, q0]
    · rw [p1, q1]
    · rw [p2, q2, s1, mul_one]
    · rw [p3, q3, s1, mul_one]
  · -- only the excursion to level 2 distinguishes the two fourth moments
    rw [p4, q4, s1, mul_pow g (√((2 : ℕ) : ℝ)), s2]
    ring

/-- With only two levels the GW and core-hole matrices coincide. -/
theorem scGW_two_levels (g wp : ℝ) : scGW 2 g wp = coreHole 2 g wp := by
  ext i j
  fin_cases i <;> fin_cases j <;> simp [scGW, coreHole, chain, chainEntry]

end

end SelfConsistentGW
```

```lean
#print axioms SelfConsistentGW.coreHole_eq_boson
#print axioms SelfConsistentGW.scGW_resolvent
#print axioms SelfConsistentGW.scGW_moments
#print axioms SelfConsistentGW.scGW_two_levels
```

```
'SelfConsistentGW.coreHole_eq_boson' depends on axioms: [propext, Classical.choice, Quot.sound]
'SelfConsistentGW.scGW_resolvent' depends on axioms: [propext, Classical.choice, Quot.sound]
'SelfConsistentGW.scGW_moments' depends on axioms: [propext, Classical.choice, Quot.sound]
'SelfConsistentGW.scGW_two_levels' depends on axioms: [propext, Classical.choice, Quot.sound]
```

## The proof, lemma by lemma

`coreHole_eq_boson` checks entry by entry that the square-root couplings give the plasmon Hamiltonian. Its inner step `hn` shows that a†a is diagonal with entries n, including on the last level.

`denominator_im_pos` and `gwCycle_im_nonpos` are the sign argument, with induction on the number of cycles. `resolvent_det_ne_zero` turns a vanishing determinant into an eigenvector and computes v†Hv in two ways, `e1` and `e2`.

`chain_row` writes out one row of Hψ when the amplitude vanishes beyond the last level. In `scGW_resolvent`, `hs` is the recursion for ψ, `hK` says that each iterate times its denominator is 1, and `hend` is ψ_N = 0. `hrow` combines the first two into the row equations, `hend` supplies the condition that `chain_row` needs, and multiplying by the inverse matrix isolates ψ₀.

`chain_moments` expands matrix products where the derivation above applied H to e₀. The rules `r0` and `r1` peel off a left factor H in rows 0 and 1, and `c0` handles the one entry needed from row 2. `scGW_moments` inserts the two sets of couplings: `interval_cases` runs through orders 0 to 3, and `s2`, which is (√2)² = 2, produces the g⁴. `scGW_two_levels` compares the four entries of the 2 × 2 matrices.
